# For subadditive alloy energies bounded below per site, the infimum energy per site is convex in rational composition

A binary alloy at zero temperature can stay in one phase or separate into two regions of different composition. If separation lowers the energy, the single phase is unstable. How must the lowest energy per site depend on composition, given that separation is always an option?

Let $E(N,n)$ be the energy of a cell with $N\ge 1$ sites, of which $n$ hold solute atoms, $0\le n\le N$. Two conditions are assumed:

$$E(N+M,n+m)\le E(N,n)+E(M,m),\qquad E(N,n)\ge -CN .$$

The first, subadditivity, says that joining two cells costs no energy. The second says that the energy per site never falls below $-C$, with the same constant $C$ for every cell, so that matter doesn't collapse as it grows. For rational $x\in[0,1]$, let $e(x)$ be the infimum of $E(N,n)/N$ over all cells with $n/N=x$. Then, for rational $x,y\in[0,1]$ and rational weights $s,t\ge 0$ with $s+t=1$,

$$e(sx+ty)\le s\,e(x)+t\,e(y).$$

## Tie lines between computed energies

Codes that search for stable alloys plot energies per site, from electronic-structure calculations or a cluster expansion, against composition and draw the lower convex hull. A structure above the hull is reported as unstable, either against separation or against another structure of the same composition. For energies that meet the two conditions, the bound supports this at zero temperature: a tie line between two computed points is an upper bound on $e$ at every rational composition between them. A hull from a finite list of cells may still lie above $e$, because a better cell may be missing.

## Mixing whole copies of two cells

**The infimum is finite.** A rational $x=p/q$ in $[0,1]$ is realised by the cell with $q$ sites and $p$ solute atoms, and every energy per site is at least $-C$.

**Copies.** For $k\ge1$, $E(kN,kn)\le kE(N,n)$. This is an equality at $k=1$, and if it holds for $k$, then
$$E((k+1)N,(k+1)n)\le E(kN,kn)+E(N,n)\le (k+1)E(N,n).$$

**Two cells.** Take cells $(N,n)$ and $(M,m)$ and positive weights $s=p/q$, $t=r/w$, with $p,q,r,w$ now positive integers. From $s+t=1$ follows $pw+rq=qw$. Use $a=pwM$ copies of the first cell and $b=rqN$ of the second. The number of sites is
$$L=aN+bM=(pw+rq)NM=qwNM,$$
so $a/L=s/N$ and $b/L=t/M$. The composition is therefore $(an+bm)/L=s\,n/N+t\,m/M$, and
$$e\!\left(s\frac nN+t\frac mM\right)\le\frac{E(L,an+bm)}{L}\le\frac{aE(N,n)+bE(M,m)}{L}=s\frac{E(N,n)}N+t\frac{E(M,m)}M .$$

**Infima.** Given $\varepsilon>0$, choose the cells at compositions $x$ and $y$ with energies per site below $e(x)+\varepsilon$ and $e(y)+\varepsilon$. Then $e(sx+ty)\le s\,e(x)+t\,e(y)+\varepsilon$ for every $\varepsilon>0$, which gives convexity. If one weight is zero, the other is one and both sides agree.

With end points $0$ and $1$ and weights $1-x$ and $x$, this becomes $e(x)\le(1-x)e(0)+x\,e(1)$: the formation energy computed from $e$, relative to the pure elements, is never positive. That of a single finite cell can be.

**Large cells.** Fix $(N,n)$ and put $u_k=E(kN,kn)$. Every $u_k/(kN)$ is at least $e(n/N)$. Given $\varepsilon>0$, choose $(M,m)$ of the same composition with $E(M,m)/M<e(n/N)+\varepsilon$. Since $Mn=Nm$, the copy bound gives $u_M\le N E(M,m)$. For $k>M$ write $k=aM+b$, now with $a\ge1$ and $1\le b\le M$. Then $u_k\le a\,u_M+u_b$, and
$$\frac{u_k}{kN}\le\frac{aM}{k}\,\frac{E(M,m)}{M}+\frac{\max_{1\le j\le M}u_j}{kN}.$$
As $k\to\infty$, $aM/k\to1$ and the last term tends to zero. Hence $u_k/(kN)\to e(n/N)$.

## Twelve sites of AB₂ and pure A

Suppose that each complete AB₂ unit lowers the energy by one, with B as the solute. Mix the cell $(3,2)$, of energy $-1$, with the cell $(1,0)$, of energy $0$, at $s=t=1/2$. The recipe gives two copies of the first and six of the second: six sites each, twelve in all, with four B atoms. The composition is $4/12=1/3$ and the energy is at most $-2$, or $-1/6$ per site, which is the mean of $-1/3$ and $0$.

One copy of each cell would give composition $2/4=1/2$ instead. The weights are fractions of sites, not of cells.

## The Lean file

```lean
import Mathlib

open Filter Topology

namespace AlloyConvexity

/-- The energy `E N n` of a cell with `N` sites and `n` solute atoms does not exceed the sum
of the energies of two cells that it can be divided into, and is at least `-C` per site. -/
structure IsStableEnergy (E : ℕ → ℕ → ℝ) (C : ℝ) : Prop where
  subadd : ∀ N n M m : ℕ, 1 ≤ N → n ≤ N → 1 ≤ M → m ≤ M →
    E (N + M) (n + m) ≤ E N n + E M m
  bound : ∀ N n : ℕ, 1 ≤ N → n ≤ N → -C * N ≤ E N n

/-- The energies per site of all finite cells with solute fraction `x`. -/
def siteEnergies (E : ℕ → ℕ → ℝ) (x : ℚ) : Set ℝ :=
  {r | ∃ N n : ℕ, 1 ≤ N ∧ n ≤ N ∧ (n : ℚ) / N = x ∧ r = E N n / N}

/-- The ground-state energy per site at solute fraction `x`: the infimum over all finite cells
of that composition. Its domain is `0 ≤ x ≤ 1`, with energies per site bounded below. -/
noncomputable def groundEnergy (E : ℕ → ℕ → ℝ) (x : ℚ) : ℝ := sInf (siteEnergies E x)

variable {E : ℕ → ℕ → ℝ} {C : ℝ} {N n M m : ℕ}

/-- A nonnegative rational number is a ratio of natural numbers with positive denominator. -/
lemma exists_nat_ratio {s : ℚ} (hs : 0 ≤ s) : ∃ p q : ℕ, 0 < q ∧ s = (p : ℚ) / q := by
  refine ⟨s.num.toNat, s.den, s.pos, ?_⟩
  have h : (s.num.toNat : ℤ) = s.num := Int.toNat_of_nonneg (Rat.num_nonneg.mpr hs)
  have h2 : (s.num.toNat : ℚ) = (s.num : ℚ) := by
    rw [← Int.cast_natCast (R := ℚ), h]
  rw [h2]
  exact (Rat.num_div_den s).symm

/-- Every rational solute fraction between 0 and 1 is realised by a finite cell. -/
lemma siteEnergies_nonempty (E : ℕ → ℕ → ℝ) {x : ℚ} (hx : x ∈ Set.Icc (0 : ℚ) 1) :
    (siteEnergies E x).Nonempty := by
  obtain ⟨p, q, hq, rfl⟩ := exists_nat_ratio hx.1
  have hq' : (0 : ℚ) < q := by exact_mod_cast hq
  have hpq : p ≤ q := by exact_mod_cast (div_le_one hq').mp hx.2
  exact ⟨_, q, p, hq, hpq, rfl, rfl⟩

/-- For a stable energy, the energy per site of any finite cell is an upper bound for the
ground-state energy per site at its composition. -/
theorem groundEnergy_le (h : IsStableEnergy E C) (hN : 1 ≤ N) (hn : n ≤ N) :
    groundEnergy E ((n : ℚ) / N) ≤ E N n / N := by
  refine csInf_le ⟨-C, ?_⟩ ⟨N, n, hN, hn, rfl, rfl⟩
  rintro _ ⟨K, k, hK, hk, -, rfl⟩
  have hK' : (0 : ℝ) < K := by exact_mod_cast hK
  rw [le_div_iff₀ hK']
  exact h.bound K k hK hk

/-- For a stable energy, a cell with the content of `k ≥ 1` copies of a given cell has at most `k`
times the energy of that cell. -/
theorem copies_le (h : IsStableEnergy E C) (hN : 1 ≤ N) (hn : n ≤ N) {k : ℕ} (hk : 1 ≤ k) :
    E (k * N) (k * n) ≤ k * E N n := by
  induction k, hk using Nat.le_induction with
  | base => simp
  | succ k hk ih =>
    have h1 := h.subadd (k * N) (k * n) N n (Nat.mul_pos hk hN)
      (Nat.mul_le_mul_left k hn) hN hn
    have e1 : (k + 1) * N = k * N + N := by ring
    have e2 : (k + 1) * n = k * n + n := by ring
    rw [e1, e2]
    push_cast
    linarith

/-- For a stable energy, a mixture of two finite cells with positive rational site fractions
`s + t = 1` bounds the ground-state energy per site at the mixed composition. -/
theorem mixture_le (h : IsStableEnergy E C) (hN : 1 ≤ N) (hn : n ≤ N) (hM : 1 ≤ M)
    (hm : m ≤ M) {s t : ℚ} (hs : 0 < s) (ht : 0 < t) (hst : s + t = 1) :
    groundEnergy E (s * ((n : ℚ) / N) + t * ((m : ℚ) / M))
      ≤ s * (E N n / N) + t * (E M m / M) := by
  obtain ⟨p, q, hq, rfl⟩ := exists_nat_ratio hs.le
  obtain ⟨r, w, hw, rfl⟩ := exists_nat_ratio ht.le
  have hp : 0 < p := by
    rcases Nat.eq_zero_or_pos p with rfl | hp
    · simp at hs
    · exact hp
  have hr : 0 < r := by
    rcases Nat.eq_zero_or_pos r with rfl | hr
    · simp at ht
    · exact hr
  have hN0 : N ≠ 0 := by omega
  have hM0 : M ≠ 0 := by omega
  have hq0 : (q : ℚ) ≠ 0 := by exact_mod_cast hq.ne'
  have hw0 : (w : ℚ) ≠ 0 := by exact_mod_cast hw.ne'
  have hsum : p * w + r * q = q * w := by
    have : (p : ℚ) * w + r * q = q * w := by
      field_simp at hst
      linarith
    exact_mod_cast this
  -- take p w M copies of the first cell and r q N copies of the second
  have hK : p * w * M * N + r * q * N * M = q * w * N * M := by
    rw [← hsum]
    ring
  have ha : 0 < p * w * M := Nat.mul_pos (Nat.mul_pos hp hw) hM
  have hb : 0 < r * q * N := Nat.mul_pos (Nat.mul_pos hr hq) hN
  have h1 := copies_le h hN hn ha
  have h2 := copies_le h hM hm hb
  have h3 := h.subadd (p * w * M * N) (p * w * M * n) (r * q * N * M) (r * q * N * m)
    (Nat.mul_pos ha hN) (Nat.mul_le_mul_left _ hn) (Nat.mul_pos hb hM)
    (Nat.mul_le_mul_left _ hm)
  rw [hK] at h3
  have h4 := groundEnergy_le h (N := q * w * N * M) (n := p * w * M * n + r * q * N * m)
    (Nat.mul_pos (Nat.mul_pos (Nat.mul_pos hq hw) hN) hM)
    (by rw [← hK]; exact Nat.add_le_add (Nat.mul_le_mul_left _ hn) (Nat.mul_le_mul_left _ hm))
  have hx : ((p * w * M * n + r * q * N * m : ℕ) : ℚ) / ((q * w * N * M : ℕ) : ℚ)
      = (p : ℚ) / q * ((n : ℚ) / N) + (r : ℚ) / w * ((m : ℚ) / M) := by
    push_cast
    field_simp
  rw [hx] at h4
  refine h4.trans ?_
  have hR : (((p : ℚ) / q : ℚ) : ℝ) * (E N n / N) + (((r : ℚ) / w : ℚ) : ℝ) * (E M m / M)
      = (((p * w * M : ℕ) : ℝ) * E N n + ((r * q * N : ℕ) : ℝ) * E M m)
        / ((q * w * N * M : ℕ) : ℝ) := by
    push_cast
    field_simp
  rw [hR]
  gcongr
  linarith

/-- For a stable energy, the ground-state energy per site is convex in the solute fraction,
for rational fractions between 0 and 1 and rational weights. -/
theorem groundEnergy_convex (h : IsStableEnergy E C) {x y s t : ℚ}
    (hx : x ∈ Set.Icc (0 : ℚ) 1) (hy : y ∈ Set.Icc (0 : ℚ) 1)
    (hs : 0 ≤ s) (ht : 0 ≤ t) (hst : s + t = 1) :
    groundEnergy E (s * x + t * y) ≤ s * groundEnergy E x + t * groundEnergy E y := by
  rcases hs.eq_or_lt with rfl | hs'
  · have ht1 : t = 1 := by linarith
    subst ht1
    simp
  rcases ht.eq_or_lt with rfl | ht'
  · have hs1 : s = 1 := by linarith
    subst hs1
    simp
  -- choose cells within ε of the two infima and mix them
  refine le_of_forall_pos_le_add fun ε hε => ?_
  obtain ⟨_, ⟨N, n, hN, hn, rfl, rfl⟩, h1⟩ := exists_lt_of_csInf_lt
    (siteEnergies_nonempty E hx) (lt_add_of_pos_right (groundEnergy E x) hε)
  obtain ⟨_, ⟨M, m, hM, hm, rfl, rfl⟩, h2⟩ := exists_lt_of_csInf_lt
    (siteEnergies_nonempty E hy) (lt_add_of_pos_right (groundEnergy E y) hε)
  have hsR : (0 : ℝ) ≤ s := by exact_mod_cast hs
  have htR : (0 : ℝ) ≤ t := by exact_mod_cast ht
  have hstR : (s : ℝ) + t = 1 := by exact_mod_cast hst
  have h3 := mul_le_mul_of_nonneg_left h1.le hsR
  have h4 := mul_le_mul_of_nonneg_left h2.le htR
  have h5 : (s : ℝ) * ε + t * ε = ε := by rw [← add_mul, hstR, one_mul]
  have h6 := mixture_le h hN hn hM hm hs' ht' hst
  linarith

/-- For a stable energy, the ground-state energy per site at solute fraction `x` lies on or below
the straight line between the two pure elements. -/
theorem groundEnergy_le_pure (h : IsStableEnergy E C) {x : ℚ} (hx : x ∈ Set.Icc (0 : ℚ) 1) :
    groundEnergy E x ≤ (1 - x) * groundEnergy E 0 + x * groundEnergy E 1 := by
  have h1 := groundEnergy_convex h (x := 0) (y := 1) (s := 1 - x) (t := x)
    (by simp) (by simp) (by linarith [hx.2]) hx.1 (by ring)
  simpa using h1

/-- Thermodynamic limit: for a stable energy, the energy per site of the cell with `k * N` sites and
`k * n` solute atoms tends, as `k` grows, to the ground-state energy per site at solute fraction
`n / N`. -/
theorem thermodynamic_limit (h : IsStableEnergy E C) (hN : 1 ≤ N) (hn : n ≤ N) :
    Tendsto (fun k : ℕ => E (k * N) (k * n) / ((k * N : ℕ) : ℝ)) atTop
      (𝓝 (groundEnergy E ((n : ℚ) / N))) := by
  have hNR : (0 : ℝ) < N := by exact_mod_cast hN
  have hNQ : (N : ℚ) ≠ 0 := by exact_mod_cast (show N ≠ 0 by omega)
  let u : ℕ → ℝ := fun k => if k = 0 then 0 else E (k * N) (k * n)
  have hu0 : ∀ k, 0 < k → u k = E (k * N) (k * n) := fun k hk => if_neg hk.ne'
  have hu : Subadditive u := by
    intro a b
    rcases Nat.eq_zero_or_pos a with rfl | ha
    · simp [u]
    rcases Nat.eq_zero_or_pos b with rfl | hb
    · simp [u]
    rw [hu0 (a + b) (by omega), hu0 a ha, hu0 b hb, add_mul, add_mul]
    exact h.subadd _ _ _ _ (Nat.mul_pos ha hN) (Nat.mul_le_mul_left _ hn)
      (Nat.mul_pos hb hN) (Nat.mul_le_mul_left _ hn)
  have hge : ∀ k : ℕ, 0 < k → groundEnergy E ((n : ℚ) / N) * N ≤ u k / k := by
    intro k hk
    have hkR : (k : ℝ) ≠ 0 := by exact_mod_cast hk.ne'
    have hkQ : (k : ℚ) ≠ 0 := by exact_mod_cast hk.ne'
    have h1 := groundEnergy_le h (N := k * N) (n := k * n) (Nat.mul_pos hk hN)
      (Nat.mul_le_mul_left _ hn)
    have hx : ((k * n : ℕ) : ℚ) / ((k * N : ℕ) : ℚ) = (n : ℚ) / N := by
      push_cast
      field_simp
    rw [hx, Nat.cast_mul, ← div_div, le_div_iff₀ hNR] at h1
    rw [hu0 k hk]
    exact h1
  have hbdd : BddBelow (Set.range fun k : ℕ => u k / k) := by
    refine ⟨min 0 (groundEnergy E ((n : ℚ) / N) * N), ?_⟩
    rintro _ ⟨k, rfl⟩
    rcases Nat.eq_zero_or_pos k with rfl | hk
    · simp
    · exact (min_le_right _ _).trans (hge k hk)
  -- Fekete's lemma gives a limit; it is `N` times the infimum over cells of composition `n / N`
  have hlim := hu.tendsto_lim hbdd
  have hL : hu.lim = groundEnergy E ((n : ℚ) / N) * N := by
    refine le_antisymm ?_ (ge_of_tendsto hlim ((eventually_gt_atTop 0).mono hge))
    rw [← div_le_iff₀ hNR]
    refine le_csInf ⟨_, N, n, hN, hn, rfl, rfl⟩ ?_
    rintro _ ⟨M, m, hM, hm, hx, rfl⟩
    have hMQ : (M : ℚ) ≠ 0 := by exact_mod_cast (show M ≠ 0 by omega)
    have hc : N * m = M * n := by
      rw [div_eq_div_iff hMQ hNQ] at hx
      have : (N : ℚ) * m = M * n := by linarith
      exact_mod_cast this
    have h1 := hu.lim_le_div hbdd (show M ≠ 0 by omega)
    rw [hu0 M hM] at h1
    have h2 := copies_le h hM hm hN
    rw [mul_comm N M, hc] at h2
    rw [div_le_iff₀ hNR]
    calc hu.lim ≤ E (M * N) (M * n) / M := h1
      _ ≤ N * E M m / M := by gcongr
      _ = E M m / M * N := by ring
  rw [hL] at hlim
  have h5 := hlim.div_const (N : ℝ)
  rw [mul_div_cancel_right₀ _ hNR.ne'] at h5
  refine h5.congr' ?_
  filter_upwards [eventually_gt_atTop 0] with k hk
  rw [hu0 k hk, Nat.cast_mul, div_div]

/-- Model of a compound AB₂: each complete formula unit that the `N - n` atoms A and `n` atoms B
can form lowers the energy by one. Its domain is `n ≤ N`. -/
def compoundEnergy (N n : ℕ) : ℝ := -((min (n / 2) (N - n) : ℕ) : ℝ)

/-- The AB₂ model is a stable energy with `C = 1`. -/
theorem compoundEnergy_witness : IsStableEnergy compoundEnergy 1 := by
  constructor
  · intro N n M m _ hn _ hm
    have h1 : min (n / 2) (N - n) + min (m / 2) (M - m)
        ≤ min ((n + m) / 2) (N + M - (n + m)) := by omega
    have h2 : ((min (n / 2) (N - n) : ℕ) : ℝ) + ((min (m / 2) (M - m) : ℕ) : ℝ)
        ≤ ((min ((n + m) / 2) (N + M - (n + m)) : ℕ) : ℝ) := by exact_mod_cast h1
    unfold compoundEnergy
    linarith
  · intro N n _ hn
    have h1 : min (n / 2) (N - n) ≤ N := by omega
    have h2 : ((min (n / 2) (N - n) : ℕ) : ℝ) ≤ (N : ℝ) := Nat.cast_le.mpr h1
    unfold compoundEnergy
    linarith

/-- In the AB₂ model with four sites, the energy with one atom B lies above the mean of the
energies with none and with two. -/
theorem finite_cell_not_convex :
    (compoundEnergy 4 0 + compoundEnergy 4 2) / 2 < compoundEnergy 4 1 := by
  norm_num [compoundEnergy]

end AlloyConvexity
```

```lean
#print axioms AlloyConvexity.groundEnergy_convex
-- 'AlloyConvexity.groundEnergy_convex' depends on axioms: [propext, Classical.choice, Quot.sound]
#print axioms AlloyConvexity.groundEnergy_le_pure
-- 'AlloyConvexity.groundEnergy_le_pure' depends on axioms: [propext, Classical.choice, Quot.sound]
#print axioms AlloyConvexity.thermodynamic_limit
-- 'AlloyConvexity.thermodynamic_limit' depends on axioms: [propext, Classical.choice, Quot.sound]
#print axioms AlloyConvexity.finite_cell_not_convex
-- 'AlloyConvexity.finite_cell_not_convex' depends on axioms: [propext, Classical.choice, Quot.sound]
```

## Convexity for the infimum, not for each cell size

`IsStableEnergy E C` holds the two assumptions, imposed only on physical cells. The energy `E` takes two natural numbers to a real one. `siteEnergies E x` is the set of energies per site at composition `x`, and `groundEnergy E x` is its infimum, $e(x)$. Despite that name, nothing in the definition makes `E N n` a minimum over atomic arrangements; the user supplies that meaning. Compositions and weights are rational (`ℚ`) and are converted to reals where they multiply energies.

`groundEnergy_convex` is the main inequality, and `groundEnergy_le_pure` is the comparison with the pure elements. `thermodynamic_limit` concerns multiples of a fixed cell; if $n/N$ is in lowest terms, these include every cell size at that composition. It gives no rate of convergence.

The proof follows the derivation closely. `exists_nat_ratio` and `siteEnergies_nonempty` supply the integers and the cells, `groundEnergy_le` uses the lower bound, and `copies_le` is the induction. In `mixture_le`, `hsum` is $pw+rq=qw$, `hK` counts the sites, and `field_simp` checks the composition and the energy per site. `groundEnergy_convex` obtains the two near-optimal cells from `exists_lt_of_csInf_lt`. For the limit, Lean takes the convergence of $u_k/k$ from Mathlib's version of Fekete's lemma on subadditive sequences, then proves in `hL` that its limit is $N$ times the infimum over all cells of that composition. Division by $N$ gives the energy per site.

`compoundEnergy` is the AB₂ model, and `compoundEnergy_witness` shows that it meets both assumptions with $C=1$. Yet `finite_cell_not_convex` finds that at four sites the energies with zero, one and two B atoms are $0$, $0$ and $-1$, so the middle value lies above the mean, $-1/2$. A code that checks convexity at one fixed cell size can therefore report a failure where $e$ has none. Eight sites with two B atoms already reach $-1/8$ per site, the mean of the four-site values per site at the two ends.

It is left to the user to show that the energies in the code are subadditive and bounded below per site. For interactions of finite range, the lowest energy over all placements of the atoms is subadditive if two clusters may be set far apart. The lower bound is a separate check: purely attractive forces between atoms that are free to overlap can violate it. Periodic supercells need more care: joining two unlike cells creates interfaces, and if these cost energy, the inequality can fail at finite size. The result is also limited to two components and to energy alone, without entropy, and it doesn't say that any finite cell attains $e(x)$.
